# Descent from below a barrier, in steps no longer than its width, stays in its basin

A calculation with a Hubbard correction can converge to different orbital occupations depending on where it starts. The correction penalises fractional occupation, so if the orbitals are held fixed, moving an electron gradually from one to another first raises the penalty, which is largest at half filling. When does an iteration that only lowers the energy keep its initial pattern of empty and filled orbitals?

## A barrier wider than the step

Let \(A\) be a closed set of states in a metric space, \(d(y,A)\) the infimum of the distances from \(y\) to points of \(A\), and \(E\) the energy. Suppose \(E(y)\ge b\) whenever \(0<d(y,A)\le r\). Let a sequence \(x_k\) start in \(A\) with \(E(x_0)<b\), never raise its energy, and take steps of length at most \(r\). Then every \(x_k\) lies in \(A\).

By induction, \(E(x_k)\le E(x_0)<b\) for all \(k\). If \(x_k\in A\), then
\[ d(x_{k+1},A)\le \operatorname{dist}(x_{k+1},x_k)\le r . \]
If \(x_{k+1}\) were outside \(A\), closedness would give \(d(x_{k+1},A)>0\), hence \(E(x_{k+1})\ge b\), a contradiction.

## Occupations on either side of half filling

Let \(U\) be the effective on-site interaction used in the correction, and give an orbital with occupation \(t\) the penalty
\[ P(t)=\frac U2\,t(1-t)=\frac U2\Big[\frac14-\Big(t-\frac12\Big)^2\Big],\qquad U>0 . \]
For \(\delta\ge0\), \(P(t)<P(\tfrac12-\delta)\) exactly when \(|t-\tfrac12|>\delta\). The barrier around half filling therefore has width \(2\delta\).

Let \(n_{k,i}\in[0,1]\) be the occupation of orbital \(i\) at step \(k\), and let the total energy be \(G(n_k)+\sum_i P(n_{k,i})\), where the remainder \(G\) is at least \(g\) on physical occupations. If this energy starts below \(g+P(\tfrac12-\delta)\) and never rises, then, since all penalties are nonnegative,
\[ g+P(n_{k,i})\le G(n_k)+\sum_l P(n_{k,l})<g+P(\tfrac12-\delta). \]
Every orbital thus stays farther than \(\delta\) from half filling. With occupation changes of at most \(2\delta\) per step, none can jump the gap: apply the barrier argument to \(A=(-\infty,\tfrac12-\delta]\), with \(P\) as the energy and \(b=P(\tfrac12-\delta)\), and treat the filled side by the reflection \(t\mapsto1-t\). The penalty of one orbital may rise, but the barrier argument uses descent only to keep the energy below \(b\), and that bound has just been shown for every step.

The limits of \(\delta\) show the trade-off. As \(\delta\to0\), the energy threshold rises to \(g+U/8\), but the permitted step shrinks to zero. As \(\delta\to\tfrac12\), the permitted step approaches a complete filling, but the threshold falls to \(g\), below which no physical state lies.

## The barrier argument in Lean

```lean
import Mathlib

open Metric

namespace MetastableOccupations

noncomputable section
```

The first theorem assumes that every iterate has energy below `b`. Here `infDist y A` is \(d(y,A)\), and `barrier` is the condition on the shell. The hypothesis `start` makes `A` nonempty, and `step` forces `r` to be nonnegative.

```lean
/-- A sequence that starts in a closed set `A`, takes steps of length at most `r` and always has
energy below `b` stays in `A`, if the energy is at least `b` at every point outside `A` within
distance `r` of it. -/
theorem stays_of_energy_lt {X : Type*} [MetricSpace X] {A : Set X} (hA : IsClosed A)
    {E : X → ℝ} {b r : ℝ}
    (barrier : ∀ y, 0 < infDist y A → infDist y A ≤ r → b ≤ E y)
    {x : ℕ → X} (start : x 0 ∈ A) (low : ∀ k, E (x k) < b)
    (step : ∀ k, dist (x (k + 1)) (x k) ≤ r) (k : ℕ) : x k ∈ A := by
  induction k with
  | zero => exact start
  | succ k ih =>
    by_contra hout
    -- outside a nonempty closed set the distance to it is positive
    have hne : infDist (x (k + 1)) A ≠ 0 := fun h =>
      hout ((hA.mem_iff_infDist_zero ⟨x 0, start⟩).2 h)
    have hpos : 0 < infDist (x (k + 1)) A := lt_of_le_of_ne infDist_nonneg hne.symm
    -- a step of length at most `r` from a point of `A` ends within distance `r` of `A`
    have hr : infDist (x (k + 1)) A ≤ r := (infDist_le_dist_of_mem ih).trans (step k)
    exact absurd (low (k + 1)) (not_lt_of_ge (barrier _ hpos hr))
```

The induction follows the derivation: `hpos` comes from closedness, `hr` from the step length, and `barrier` then contradicts `low`.

The second theorem obtains the energy bound from descent, by a separate induction.

```lean
/-- Cautious descent cannot leave a metastable basin: if a closed set `A` is surrounded by a shell
of width `r` on which the energy is at least `b`, then a sequence that starts in `A` with energy
below `b`, never raises its energy and takes steps of length at most `r` stays in `A`. -/
theorem descent_stays_in_basin {X : Type*} [MetricSpace X] {A : Set X} (hA : IsClosed A)
    {E : X → ℝ} {b r : ℝ}
    (barrier : ∀ y, 0 < infDist y A → infDist y A ≤ r → b ≤ E y)
    {x : ℕ → X} (start : x 0 ∈ A) (low : E (x 0) < b)
    (descent : ∀ k, E (x (k + 1)) ≤ E (x k))
    (step : ∀ k, dist (x (k + 1)) (x k) ≤ r) (k : ℕ) : x k ∈ A := by
  refine stays_of_energy_lt hA barrier start (fun j => ?_) step k
  induction j with
  | zero => exact low
  | succ j ih => exact (descent j).trans_lt ih
```

## The Hubbard penalty in Lean

States are now functions `ι → ℝ` on a finite set of orbitals. Occupations are independent real numbers, not the eigenvalues of an occupation matrix whose orbitals may rotate.

```lean
/-- The Hubbard penalty `(U/2) t (1 - t)` of an orbital with occupation `t`. -/
def orbitalPenalty (U t : ℝ) : ℝ := U / 2 * (t * (1 - t))

/-- The total energy of a set of orbital occupations: a remainder `G` plus the Hubbard penalty of
every orbital. -/
def totalEnergy {ι : Type*} [Fintype ι] (G : (ι → ℝ) → ℝ) (U : ℝ) (n : ι → ℝ) : ℝ :=
  G n + ∑ i, orbitalPenalty U (n i)
```

The next lemma compares penalties by completing the square, which is the identity `key`. Squares replace absolute values.

```lean
/-- For `U > 0` the penalty at occupation `t` is below the penalty at `1/2 - δ` exactly when `t` is
farther than `|δ|` from half filling. -/
theorem penalty_lt_iff {U : ℝ} (hU : 0 < U) (t δ : ℝ) :
    orbitalPenalty U t < orbitalPenalty U (1 / 2 - δ) ↔ δ ^ 2 < (t - 1 / 2) ^ 2 := by
  have key : orbitalPenalty U (1 / 2 - δ) - orbitalPenalty U t
      = U / 2 * ((t - 1 / 2) ^ 2 - δ ^ 2) := by
    unfold orbitalPenalty
    ring
  constructor
  · intro h
    have h1 : 0 < U / 2 * ((t - 1 / 2) ^ 2 - δ ^ 2) := by
      rw [← key]
      linarith
    have h2 := (mul_pos_iff_of_pos_left (half_pos hU)).1 h1
    linarith
  · intro h
    have h1 := mul_pos (half_pos hU) (sub_pos.2 h)
    linarith
```

A single orbital's penalty may rise while the total energy falls, so the following lemma uses `stays_of_energy_lt`, which needs only the bound.

```lean
/-- For `U > 0`, an orbital that starts at most half filled, changes its occupation by at most `2δ`
per step and always has a penalty below that at `1/2 - δ` keeps its occupation below `1/2 - δ`. -/
theorem orbital_stays_empty {U δ : ℝ} (hU : 0 < U) {t : ℕ → ℝ} (start : t 0 ≤ 1 / 2)
    (low : ∀ k, orbitalPenalty U (t k) < orbitalPenalty U (1 / 2 - δ))
    (step : ∀ k, |t (k + 1) - t k| ≤ 2 * δ) (k : ℕ) : t k < 1 / 2 - δ := by
  have hδ : 0 ≤ δ := by linarith [(abs_nonneg _).trans (step 0)]
  have far : ∀ j, δ ^ 2 < (t j - 1 / 2) ^ 2 := fun j => (penalty_lt_iff hU _ _).1 (low j)
  have h0 : t 0 ∈ Set.Iic (1 / 2 - δ) := by
    rw [Set.mem_Iic]
    by_contra hc
    have hc' := lt_of_not_ge hc
    nlinarith [far 0, mul_nonneg (show 0 ≤ δ - (1 / 2 - t 0) by linarith)
      (show 0 ≤ δ + (1 / 2 - t 0) by linarith)]
  -- the shell of width `2δ` next to the empty side is the barrier around half filling
  have barrier : ∀ y : ℝ, 0 < infDist y (Set.Iic (1 / 2 - δ)) →
      infDist y (Set.Iic (1 / 2 - δ)) ≤ 2 * δ →
      orbitalPenalty U (1 / 2 - δ) ≤ orbitalPenalty U y := by
    intro y hpos hle
    have hy1 : 1 / 2 - δ < y := by
      by_contra hc
      have hmem : y ∈ Set.Iic (1 / 2 - δ) := le_of_not_gt hc
      rw [infDist_zero_of_mem hmem] at hpos
      exact lt_irrefl _ hpos
    have hy2 : y ≤ 1 / 2 + δ := by
      refine le_of_forall_pos_le_add (fun ε hε => ?_)
      obtain ⟨z, hz, hyz⟩ := (infDist_lt_iff ⟨t 0, h0⟩).1
        (show infDist y (Set.Iic (1 / 2 - δ)) < 2 * δ + ε by linarith)
      rw [Real.dist_eq] at hyz
      rw [Set.mem_Iic] at hz
      linarith [(abs_lt.1 hyz).2]
    by_contra hc
    have h1 := (penalty_lt_iff hU y δ).1 (lt_of_not_ge hc)
    nlinarith [mul_nonneg (show 0 ≤ y - 1 / 2 + δ by linarith)
      (show 0 ≤ 1 / 2 + δ - y by linarith)]
  have hk : t k ≤ 1 / 2 - δ := stays_of_energy_lt isClosed_Iic barrier h0 low
    (fun j => by rw [Real.dist_eq]; exact step j) k
  refine lt_of_le_of_ne hk (fun heq => ?_)
  have h1 := far k
  rw [heq] at h1
  nlinarith
```

The fact `h0` places the start in the closed half-line `Set.Iic (1 / 2 - δ)`. Inside `barrier`, `hy1` and `hy2` locate the shell between \(\tfrac12-\delta\) and \(\tfrac12+\delta\); the small `ε` handles the infimum in the distance. The last lines exclude the edge itself, making the inequality strict.

```lean
/-- Frozen occupations: let `U > 0`, let all occupations lie in `[0, 1]`, where `G ≥ g`, and let the
total energy start below `g` plus the penalty at `1/2 - δ` and never rise. If no occupation changes
by more than `2δ` per step, every orbital stays on its side of half filling, farther than `δ`
from it. -/
theorem occupations_frozen {ι : Type*} [Fintype ι] {G : (ι → ℝ) → ℝ} {U δ g : ℝ} (hU : 0 < U)
    (hG : ∀ m : ι → ℝ, (∀ i, 0 ≤ m i ∧ m i ≤ 1) → g ≤ G m)
    {n : ℕ → ι → ℝ} (box : ∀ k i, 0 ≤ n k i ∧ n k i ≤ 1)
    (low : totalEnergy G U (n 0) < g + orbitalPenalty U (1 / 2 - δ))
    (descent : ∀ k, totalEnergy G U (n (k + 1)) ≤ totalEnergy G U (n k))
    (step : ∀ k i, |n (k + 1) i - n k i| ≤ 2 * δ) (k : ℕ) (i : ι) :
    (n 0 i ≤ 1 / 2 → n k i < 1 / 2 - δ) ∧ (1 / 2 ≤ n 0 i → 1 / 2 + δ < n k i) := by
  have total : ∀ j, totalEnergy G U (n j) < g + orbitalPenalty U (1 / 2 - δ) := by
    intro j
    induction j with
    | zero => exact low
    | succ j ih => exact (descent j).trans_lt ih
  -- all penalties are nonnegative, so each one alone is below the barrier
  have single : ∀ j, orbitalPenalty U (n j i) < orbitalPenalty U (1 / 2 - δ) := by
    intro j
    have hnn : ∀ l ∈ Finset.univ, 0 ≤ orbitalPenalty U (n j l) := fun l _ =>
      mul_nonneg (half_pos hU).le (mul_nonneg (box j l).1 (sub_nonneg.2 (box j l).2))
    have h1 := Finset.single_le_sum hnn (Finset.mem_univ i)
    have h2 := total j
    unfold totalEnergy at h2
    linarith [hG (n j) (box j)]
  constructor
  · intro h
    exact orbital_stays_empty (t := fun j => n j i) hU h single (fun j => step j i) k
  · intro h
    -- particle-hole reflection
    have h1 := orbital_stays_empty (t := fun j => 1 - n j i) (δ := δ) hU
      (by linarith)
      (fun j => by
        have h2 : orbitalPenalty U (1 - n j i) = orbitalPenalty U (n j i) := by
          unfold orbitalPenalty
          ring
        rw [h2]
        exact single j)
      (fun j => by
        have h3 : (1 - n (j + 1) i) - (1 - n j i) = -(n (j + 1) i - n j i) := by ring
        rw [h3, abs_neg]
        exact step j i) k
    linarith
```

In this theorem `box` keeps occupations physical, `hG` bounds the remainder, and `single` isolates one penalty from the sum. The two implications cover the initially empty and filled sides.

For Hubbard-corrected calculations, this says that in a model with fixed orbitals and a low enough starting energy, a small-step descent preserves the initial occupation pattern, even if another pattern has lower energy. Descent is assumed: a self-consistency cycle with density mixing need not lower the energy at each iteration.

The bound on the step is sharp for the penalty of one orbital. A step \(s\) with \(2\delta<s\le1\) can go from \((1-s)/2\) to \((1+s)/2\), two points at distance \(s/2>\delta\) from half filling with equal penalties.

```lean
/-- The step bound is sharp: for `U > 0`, `δ ≥ 0` and any step `s` with `2δ < s ≤ 1`, the move from
occupation `(1 - s)/2` to `(1 + s)/2` stays in `[0, 1]`, starts with a penalty below that at
`1/2 - δ`, leaves the penalty unchanged and crosses half filling. -/
theorem larger_step_escapes {U δ s : ℝ} (hU : 0 < U) (hδ : 0 ≤ δ) (hs : 2 * δ < s)
    (hs1 : s ≤ 1) :
    0 ≤ (1 - s) / 2 ∧ (1 + s) / 2 ≤ 1 ∧
    orbitalPenalty U ((1 - s) / 2) < orbitalPenalty U (1 / 2 - δ) ∧
    orbitalPenalty U ((1 + s) / 2) = orbitalPenalty U ((1 - s) / 2) ∧
    (1 + s) / 2 - (1 - s) / 2 = s ∧ (1 - s) / 2 < 1 / 2 ∧ 1 / 2 < (1 + s) / 2 := by
  refine ⟨by linarith, by linarith, ?_, ?_, by ring, by linarith, by linarith⟩
  · rw [penalty_lt_iff hU]
    nlinarith [mul_pos (show 0 < s - 2 * δ by linarith) (show 0 < s + 2 * δ by linarith)]
  · unfold orbitalPenalty
    ring

end

end MetastableOccupations
```

The penalty comparison again uses `penalty_lt_iff`; the equality of the two penalties is the reflection symmetry.

```lean
#print axioms MetastableOccupations.descent_stays_in_basin
#print axioms MetastableOccupations.occupations_frozen
#print axioms MetastableOccupations.larger_step_escapes
```

```
'MetastableOccupations.descent_stays_in_basin' depends on axioms: [propext, Classical.choice, Quot.sound]
'MetastableOccupations.occupations_frozen' depends on axioms: [propext, Classical.choice, Quot.sound]
'MetastableOccupations.larger_step_escapes' depends on axioms: [propext, Classical.choice, Quot.sound]
```
